# Obverse rhombohedral centring allows a reflection $hkl$ only if 3 divides $-h+k+l$

On hexagonal axes, identical atoms repeated at the obverse centring translations $(0,0,0)$, $(\tfrac23,\tfrac13,\tfrac13)$ and $(\tfrac13,\tfrac23,\tfrac23)$ scatter in phase, with lattice sum 3, if $-h+k+l$ is divisible by 3. Otherwise their waves cancel and the lattice sum is 0. The reverse setting has the same rule with $h-k+l$ in place of $-h+k+l$. A reflection is allowed in both settings exactly when 3 divides both $l$ and $h-k$, and it is absent from both exactly when 3 divides one of these two numbers but not the other.

```lean
import Mathlib

open scoped Real

namespace RhombohedralCentring

noncomputable section
```

## Phases, translations and sums

A point with fractional coordinates $\mathbf r=(x,y,z)$ contributes to the reflection with integer indices $h,k,l$ the phase factor

$$\varphi(\mathbf r)=e^{2\pi i(hx+ky+lz)} .$$

In Lean a point is a function `Fin 3 → ℝ`, whose values at 0, 1 and 2 are $x$, $y$ and $z$. The indices have type `ℤ`, so only reciprocal-lattice points of the hexagonal cell are considered. The definition fixes the positive sign in the exponent. The opposite sign would conjugate every phase factor and leave the obverse and reverse lattice sums unchanged, since those are real.

```lean
/-- The phase factor `exp(2πi(hx + ky + lz))` of reflection `hkl` for a point with
fractional coordinates `r = (x, y, z)`. -/
def phase (h k l : ℤ) (r : Fin 3 → ℝ) : ℂ :=
  Complex.exp (2 * π * Complex.I * (h * (r 0 : ℂ) + k * (r 1 : ℂ) + l * (r 2 : ℂ)))
```

The two settings describe the same kind of lattice, placed differently relative to the hexagonal axes. Write $\mathbf t_0,\mathbf t_1,\mathbf t_2$ for the three centring translations, numbered as in the code. In the obverse setting they are

$$\mathbf t_0=(0,0,0),\quad \mathbf t_1=(\tfrac23,\tfrac13,\tfrac13),\quad \mathbf t_2=(\tfrac13,\tfrac23,\tfrac23).$$

```lean
/-- The centring translations of the obverse setting on hexagonal axes. -/
def obverse : Fin 3 → Fin 3 → ℝ :=
  ![![0, 0, 0], ![2/3, 1/3, 1/3], ![1/3, 2/3, 2/3]]
```

In the reverse setting the first two coordinates of $\mathbf t_1$ and of $\mathbf t_2$ are exchanged:

$$\mathbf t_0=(0,0,0),\quad \mathbf t_1=(\tfrac13,\tfrac23,\tfrac13),\quad \mathbf t_2=(\tfrac23,\tfrac13,\tfrac23).$$

Only fractional coordinates enter. The cell lengths and the hexagonal angle appear nowhere, because the phases do not depend on them.

```lean
/-- The centring translations of the reverse setting on hexagonal axes. -/
def reverse : Fin 3 → Fin 3 → ℝ :=
  ![![0, 0, 0], ![1/3, 2/3, 1/3], ![2/3, 1/3, 2/3]]
```

The lattice sum is the sum of the three phase factors,

$$L=\varphi(\mathbf t_0)+\varphi(\mathbf t_1)+\varphi(\mathbf t_2).$$

The definition `latticeSum` accepts any three translations `t`, so both settings use the same formula.

```lean
/-- The lattice sum of reflection `hkl`: the phase factors of three centring
translations `t`, added up. -/
def latticeSum (t : Fin 3 → Fin 3 → ℝ) (h k l : ℤ) : ℂ :=
  ∑ j, phase h k l (t j)
```

For finitely many atoms, labelled by $a$, with scattering factors $f_a$ and positions $\mathbf r_a$, the structure factor is

$$F=\sum_a f_a\,\varphi(\mathbf r_a).$$

The $f_a$ are arbitrary complex numbers, so anomalous scattering is included. They may differ from one reflection to another, since each statement below concerns a single $hkl$. The atoms are labelled by a finite type `ι`, which may be empty.

```lean
/-- The structure factor of finitely many atoms with scattering factors `f` at
fractional positions `r`. -/
def structureFactor {ι : Type*} [Fintype ι] (f : ι → ℂ) (r : ι → Fin 3 → ℝ)
    (h k l : ℤ) : ℂ :=
  ∑ a, f a * phase h k l (r a)
```

## Three waves a third of a turn apart

Both settings reduce to one sum. Let $n$ and $m$ be integers and put $z=e^{2\pi i n/3}$, a complex number unrelated to the coordinate $z$. Whole turns do not change a phase factor, so

$$1+e^{2\pi i(n/3+m)}+e^{2\pi i(2n/3+m)}=1+z+z^2 .$$

Moreover $z^3=e^{2\pi i n}=1$. There are two cases.

- If 3 divides $n$, then $n/3$ is a whole number of turns, $z=1$, and the sum is 3.
- If 3 does not divide $n$, then $z\neq1$, because $e^{2\pi i n/3}=1$ would require $n/3$ to be an integer. From $(z-1)(1+z+z^2)=z^3-1=0$ and $z-1\neq0$ it follows that the sum is 0.

The theorem `three_phases` states this with an `if … then … else` on the right-hand side. In its proof, `per` removes the whole turns, `sq` recognises the third phase factor as $z^2$, `cube` is $z^3=1$, and `one_iff` says that $z=1$ exactly when 3 divides $n$. After `split_ifs` separates the two cases, the second one cancels the nonzero factor $z-1$ with `mul_left_cancel₀`, and `linear_combination cube` supplies the factorisation.

```lean
/-- Three waves with phases of `0`, `n/3` and `2n/3` turns, the last two shifted by `m`
whole turns, add up to 3 if 3 divides `n` and cancel otherwise. -/
theorem three_phases (n m : ℤ) :
    1 + Complex.exp (2 * π * Complex.I * ((n : ℂ) / 3 + m))
      + Complex.exp (2 * π * Complex.I * (2 * (n : ℂ) / 3 + m))
      = if 3 ∣ n then 3 else 0 := by
  -- whole turns do not matter
  have per : ∀ x : ℂ, Complex.exp (2 * π * Complex.I * (x + m))
      = Complex.exp (2 * π * Complex.I * x) := by
    intro x
    have hm : Complex.exp (2 * π * Complex.I * (m : ℂ)) = 1 :=
      Complex.exp_eq_one_iff.mpr ⟨m, by ring⟩
    rw [mul_add, Complex.exp_add, hm, mul_one]
  have sq : Complex.exp (2 * π * Complex.I * (2 * (n : ℂ) / 3))
      = Complex.exp (2 * π * Complex.I * ((n : ℂ) / 3)) ^ 2 := by
    rw [← Complex.exp_nat_mul]
    congr 1
    push_cast
    ring
  -- the basic phase factor is a cube root of unity
  have cube : Complex.exp (2 * π * Complex.I * ((n : ℂ) / 3)) ^ 3 = 1 := by
    rw [← Complex.exp_nat_mul]
    exact Complex.exp_eq_one_iff.mpr ⟨n, by push_cast; ring⟩
  have one_iff : Complex.exp (2 * π * Complex.I * ((n : ℂ) / 3)) = 1 ↔ 3 ∣ n := by
    constructor
    · intro hz
      obtain ⟨q, hq⟩ := Complex.exp_eq_one_iff.mp hz
      have hn : (n : ℂ) = 3 * q := by
        apply mul_left_cancel₀ Complex.two_pi_I_ne_zero
        linear_combination 3 * hq
      exact ⟨q, by exact_mod_cast hn⟩
    · rintro ⟨q, hq⟩
      exact Complex.exp_eq_one_iff.mpr ⟨q, by rw [hq]; push_cast; ring⟩
  rw [per, per, sq]
  split_ifs with hd
  · rw [one_iff.mpr hd]
    norm_num
  · -- z³ - 1 = (z - 1)(1 + z + z²) with z ≠ 1
    have hz := mt one_iff.mp hd
    apply mul_left_cancel₀ (sub_ne_zero.mpr hz)
    linear_combination cube
```

## The obverse condition

For the obverse translations the number of turns at $\mathbf t_1$ and $\mathbf t_2$ is

$$\frac{2h+k+l}{3}=\frac{-h+k+l}{3}+h,\qquad
\frac{h+2k+2l}{3}=\frac{2(-h+k+l)}{3}+h .$$

These are the phases of the previous sum with $n=-h+k+l$ and $m=h$. Hence $L=3$ if 3 divides $-h+k+l$, and $L=0$ otherwise.

In the proof, `h0`, `h1` and `h2` evaluate the three phase factors. The last two contain the displayed rearrangements, which `ring` confirms, and `three_phases` then gives the sum.

```lean
/-- Obverse reflection condition: the lattice sum is 3 if `-h + k + l` is divisible
by 3, and 0 otherwise. -/
theorem latticeSum_obverse (h k l : ℤ) :
    latticeSum obverse h k l = if 3 ∣ -h + k + l then 3 else 0 := by
  have h0 : phase h k l (obverse 0) = 1 := by simp [phase, obverse]
  have h1 : phase h k l (obverse 1) = Complex.exp
      (2 * π * Complex.I * (((-h + k + l : ℤ) : ℂ) / 3 + h)) := by
    change Complex.exp (2 * π * Complex.I * (h * ((2/3 : ℝ) : ℂ)
      + k * ((1/3 : ℝ) : ℂ) + l * ((1/3 : ℝ) : ℂ))) = _
    congr 1
    push_cast
    ring
  have h2 : phase h k l (obverse 2) = Complex.exp
      (2 * π * Complex.I * (2 * ((-h + k + l : ℤ) : ℂ) / 3 + h)) := by
    change Complex.exp (2 * π * Complex.I * (h * ((1/3 : ℝ) : ℂ)
      + k * ((2/3 : ℝ) : ℂ) + l * ((2/3 : ℝ) : ℂ))) = _
    congr 1
    push_cast
    ring
  rw [latticeSum, Fin.sum_univ_three, h0, h1, h2]
  exact three_phases _ _
```

## The reverse condition

For the reverse translations the same calculation gives

$$\frac{h+2k+l}{3}=\frac{h-k+l}{3}+k,\qquad
\frac{2h+k+2l}{3}=\frac{2(h-k+l)}{3}+k ,$$

so now $n=h-k+l$ and $m=k$. The proof has the same three evaluations and the same last step.

```lean
/-- Reverse reflection condition: the lattice sum is 3 if `h - k + l` is divisible
by 3, and 0 otherwise. -/
theorem latticeSum_reverse (h k l : ℤ) :
    latticeSum reverse h k l = if 3 ∣ h - k + l then 3 else 0 := by
  have h0 : phase h k l (reverse 0) = 1 := by simp [phase, reverse]
  have h1 : phase h k l (reverse 1) = Complex.exp
      (2 * π * Complex.I * (((h - k + l : ℤ) : ℂ) / 3 + k)) := by
    change Complex.exp (2 * π * Complex.I * (h * ((1/3 : ℝ) : ℂ)
      + k * ((2/3 : ℝ) : ℂ) + l * ((1/3 : ℝ) : ℂ))) = _
    congr 1
    push_cast
    ring
  have h2 : phase h k l (reverse 2) = Complex.exp
      (2 * π * Complex.I * (2 * ((h - k + l : ℤ) : ℂ) / 3 + k)) := by
    change Complex.exp (2 * π * Complex.I * (h * ((2/3 : ℝ) : ℂ)
      + k * ((1/3 : ℝ) : ℂ) + l * ((2/3 : ℝ) : ℂ))) = _
    congr 1
    push_cast
    ring
  rw [latticeSum, Fin.sum_univ_three, h0, h1, h2]
  exact three_phases _ _
```

## A half turn about c exchanges the settings

A twofold rotation about the $c$ axis takes $(x,y,z)$ to $(-x,-y,z)$, and correspondingly $(h,k,l)$ to $(-h,-k,l)$. Replacing $h$ and $k$ by their negatives in the obverse condition gives

$$-(-h)+(-k)+l=h-k+l ,$$

which is the number that decides the reverse condition. The obverse lattice sum at $(-h,-k,l)$ therefore equals the reverse lattice sum at $(h,k,l)$. The Lean statement is this equality of sums; the rotation itself is represented only by the two sign changes.

This is the situation in an obverse/reverse twin, where one domain is turned by half a turn relative to the other. The next two results identify the reflections to which both domains may contribute and those which neither can produce. Every other reflection is allowed in exactly one domain.

```lean
/-- Reversing the signs of `h` and `k`, as a twofold rotation about the `c` axis does,
turns the obverse lattice sum into the reverse one. -/
theorem latticeSum_twofold (h k l : ℤ) :
    latticeSum obverse (-h) (-k) l = latticeSum reverse h k l := by
  rw [latticeSum_obverse, latticeSum_reverse,
    show -(-h) + -k + l = h - k + l by ring]
```

## Reflections allowed in both settings

Put $d=h-k$. The two deciding numbers are then

$$-h+k+l=l-d,\qquad h-k+l=l+d .$$

If 3 divides both, it divides their sum $2l$ and their difference $2d$. Since 2 and 3 have no common factor, 3 divides $l$ and $d$. Conversely, if 3 divides $l$ and $d$, it divides $l-d$ and $l+d$.

In `overlap_iff`, "allowed" is expressed as a nonzero lattice sum. The `simp only` step turns the nonzero sums into divisibility by 3, and `omega`, a decision procedure for linear integer arithmetic, settles the remaining equivalence.

```lean
/-- A reflection has nonzero lattice sum in both the obverse and the reverse setting
exactly when 3 divides both `l` and `h - k`. -/
theorem overlap_iff (h k l : ℤ) :
    (latticeSum obverse h k l ≠ 0 ∧ latticeSum reverse h k l ≠ 0)
      ↔ (3 ∣ l ∧ 3 ∣ h - k) := by
  simp only [latticeSum_obverse, latticeSum_reverse, ne_eq, ite_eq_right_iff,
    OfNat.ofNat_ne_zero, imp_false, not_not]
  omega
```

## Reflections absent from both settings

Common absence means that 3 divides neither $l-d$ nor $l+d$. Consider the remainders of $l$ and $d$ modulo 3.

- If both are zero, 3 divides $l-d$ and $l+d$, and the reflection is allowed in both settings.
- If exactly one is zero, then $l-d$ and $l+d$ each leave the remainder of the other number, up to sign. Neither is divisible by 3, so both sums vanish.
- If neither is zero, the remainders are 1 or 2. Equal remainders make $l-d$ divisible by 3, and unequal ones make $l+d$ divisible by 3. The reflection is allowed in exactly one setting.

Only the middle case gives a common absence. Lean writes "3 divides one of the two but not the other" as the negated equivalence `¬ (3 ∣ l ↔ 3 ∣ h - k)`. Its proof runs through all nine pairs of remainders and leaves each to `omega`.

```lean
/-- A reflection has zero lattice sum in both settings exactly when 3 divides one of
`l` and `h - k` but not the other. -/
theorem common_absence_iff (h k l : ℤ) :
    (latticeSum obverse h k l = 0 ∧ latticeSum reverse h k l = 0)
      ↔ ¬ (3 ∣ l ↔ 3 ∣ h - k) := by
  simp only [latticeSum_obverse, latticeSum_reverse, ite_eq_right_iff,
    OfNat.ofNat_ne_zero, imp_false]
  -- go through the remainders of l and h - k modulo 3
  have hl : l % 3 = 0 ∨ l % 3 = 1 ∨ l % 3 = 2 := by omega
  have hd : (h - k) % 3 = 0 ∨ (h - k) % 3 = 1 ∨ (h - k) % 3 = 2 := by omega
  rcases hl with hl | hl | hl <;> rcases hd with hd | hd | hd <;> omega
```

## The lattice sum factors out of the structure factor

Now repeat every atom of a motif at each of three translations $\mathbf t_j$. Phases add when positions add, so $\varphi(\mathbf r_a+\mathbf t_j)=\varphi(\mathbf r_a)\,\varphi(\mathbf t_j)$, and the double sum factorises:

$$\sum_a\sum_{j=0}^{2} f_a\,\varphi(\mathbf r_a+\mathbf t_j)
=\Big(\sum_{j=0}^{2}\varphi(\mathbf t_j)\Big)\Big(\sum_a f_a\,\varphi(\mathbf r_a)\Big)
=L\,F .$$

In Lean the atoms of the centred crystal are labelled by pairs in `ι × Fin 3`: the first entry names the atom of the motif and the second its translation. The scattering factor `f p.1` depends only on the first entry, which expresses the physical assumption that the three copies of an atom are identical. Different occupancies or different thermal motion at the three sites would violate it.

The motif should hold one atom from each set of three related by centring. If it already contained all three, the formula would count them repeatedly. The theorem holds in that case too, but its left-hand side would no longer describe the intended crystal.

The local fact `phase_add` is the product rule for phases. The remaining lines split the sum over pairs into a double sum, exchange the order of summation and compare the terms one by one.

```lean
/-- If every atom of a motif is repeated at three translations `t`, the structure
factor is the lattice sum times the structure factor of the motif. -/
theorem structureFactor_centred {ι : Type*} [Fintype ι] (f : ι → ℂ)
    (r : ι → Fin 3 → ℝ) (t : Fin 3 → Fin 3 → ℝ) (h k l : ℤ) :
    structureFactor (fun p : ι × Fin 3 => f p.1) (fun p => r p.1 + t p.2) h k l
      = latticeSum t h k l * structureFactor f r h k l := by
  -- a translation multiplies the phase factor
  have phase_add : ∀ u v : Fin 3 → ℝ,
      phase h k l (u + v) = phase h k l u * phase h k l v := by
    intro u v
    simp only [phase, Pi.add_apply]
    rw [← Complex.exp_add]
    congr 1
    push_cast
    ring
  simp only [structureFactor, latticeSum, Fintype.sum_prod_type, phase_add,
    Finset.sum_mul_sum]
  rw [Finset.sum_comm]
  refine Finset.sum_congr rfl fun j _ => Finset.sum_congr rfl fun a _ => ?_
  ring
```

## Systematic absences for any motif

Inserting the obverse lattice sum gives the structure factor of the centred crystal:

$$F_{\text{centred}}=\begin{cases}3F & \text{if 3 divides } -h+k+l,\\ 0 & \text{otherwise.}\end{cases}$$

The zero holds for every choice of atoms, positions and scattering factors in the motif. The other case does not promise an observable reflection, because $F$ itself may vanish. The model is a crystal whose average structure is perfectly periodic, with thermal motion entering only through the factors $f_a$. In kinematic scattering the Bragg intensity is proportional to $|F_{\text{centred}}|^2$.

The same factor appears in plane-wave electronic-structure calculations that use the triple hexagonal cell: for a local potential built as a superposition of fixed atomic contributions, identical on centring-related sites, the Fourier coefficients vanish at the forbidden $hkl$.

The proof combines the factorisation with `latticeSum_obverse` and moves the product inside the `if`.

```lean
/-- For any motif repeated by the obverse centring, the structure factor is three times
that of the motif if 3 divides `-h + k + l`, and zero otherwise. -/
theorem structureFactor_obverse {ι : Type*} [Fintype ι] (f : ι → ℂ)
    (r : ι → Fin 3 → ℝ) (h k l : ℤ) :
    structureFactor (fun p : ι × Fin 3 => f p.1) (fun p => r p.1 + obverse p.2) h k l
      = if 3 ∣ -h + k + l then 3 * structureFactor f r h k l else 0 := by
  rw [structureFactor_centred, latticeSum_obverse, ite_mul, zero_mul]

end

end RhombohedralCentring
```

```lean
#print axioms RhombohedralCentring.latticeSum_twofold
#print axioms RhombohedralCentring.overlap_iff
#print axioms RhombohedralCentring.common_absence_iff
#print axioms RhombohedralCentring.structureFactor_obverse
```

```
'RhombohedralCentring.latticeSum_twofold' depends on axioms: [propext, Classical.choice, Quot.sound]
'RhombohedralCentring.overlap_iff' depends on axioms: [propext, Classical.choice, Quot.sound]
'RhombohedralCentring.common_absence_iff' depends on axioms: [propext, Classical.choice, Quot.sound]
'RhombohedralCentring.structureFactor_obverse' depends on axioms: [propext, Classical.choice, Quot.sound]
```

## One atom at the origin

The smallest nonempty motif is a single atom with scattering factor $f$ at the origin. Then $F=f$ for every reflection, and the centred crystal has structure factor $3f$ or 0, so the absences come from the centring alone. A few low-index reflections show all four possibilities:

| $hkl$ | $-h+k+l$ | $h-k+l$ | obverse | reverse |
|---|---|---|---|---|
| 101 | 0 | 2 | $3f$ | 0 |
| 011 | 2 | 0 | 0 | $3f$ |
| 110 | 0 | 0 | $3f$ | $3f$ |
| 100 | −1 | 1 | 0 | 0 |

For 110 both $l=0$ and $h-k=0$ are divisible by 3, which is the overlap condition. For 100 only $l=0$ is, since $h-k=1$, and the reflection is absent from both settings.
